# The Turán determinant of the Hermite polynomials is positive on the whole real line

The physicists' Hermite polynomials \(H_n\), with \(n = 0, 1, 2, \dots\), start from \(H_0(x) = 1\) and \(H_1(x) = 2x\) and have leading term \(2^n x^n\). They carry the nodes of the harmonic oscillator: in units \(\hbar = m = \omega = 1\), the eigenfunction \(\psi_n\) with \(n\) quanta is \(H_n(x)\,e^{-x^2/2}\) times a positive constant. The letter \(H\) always means a Hermite polynomial here, never a Hamiltonian.

Suppose the oscillator state with \(n+1\) quanta has a node at \(x\). What do the states just below and just above it do there? The answer comes from the inequality

\[
H_{n+1}(x)^2 - H_n(x)\,H_{n+2}(x) > 0 ,
\]

valid for every \(n \ge 0\) and every real \(x\). At a node of \(\psi_{n+1}\), its two neighbours are nonzero and, with the positive constants chosen above, have opposite signs. Multiplying an eigenfunction by \(-1\) leaves the physical state unchanged, so the signs belong to this convention, while the fact that neither neighbour vanishes at that point is a property of the states themselves. The left-hand side, called the Turán determinant, is also closely tied to a particle density.

## Polynomials, determinant and eigenfunctions in Lean

```lean
import Mathlib

open Finset

namespace HermiteTuran

noncomputable section

/-- The physicists' Hermite polynomials as real functions, generated from `H_0 = 1` and
`H_1 = 2x` by the three-term recursion `H_(n+2) = 2x H_(n+1) - 2(n+1) H_n`. -/
def H : ℕ → ℝ → ℝ
  | 0, _ => 1
  | 1, x => 2 * x
  | n + 2, x => 2 * x * H (n + 1) x - 2 * ((n : ℝ) + 1) * H n x
```

The type `ℕ → ℝ → ℝ` says that `H` takes a natural number and a real number and returns a real number. So `H n x` is the value \(H_n(x)\), and the polynomials are treated as real functions. The three lines are the two starting values and the recursion

\[
H_{n+2}(x) = 2x\,H_{n+1}(x) - 2(n+1)\,H_n(x).
\]

The expression `(n : ℝ)` is the integer \(n\) regarded as a real number. Mathlib has a `Polynomial.hermite` of its own, but that is the probabilists' version with leading coefficient 1, which is why the physicists' version is defined afresh.

```lean
/-- The Turán determinant `H_(n+1)(x)² - H_n(x) H_(n+2)(x)`. -/
def turan (n : ℕ) (x : ℝ) : ℝ := H (n + 1) x ^ 2 - H n x * H (n + 2) x
```

This is the left-hand side of the inequality, written \(\Delta_n(x)\) below. The index \(n\) is the lowest of the three that occur, so \(\Delta_n\) involves \(H_n\), \(H_{n+1}\) and \(H_{n+2}\).

```lean
/-- The normalised harmonic-oscillator eigenfunction with `n` quanta, in units where
`ħ = m = ω = 1`. -/
def psi (n : ℕ) (x : ℝ) : ℝ :=
  H n x * Real.exp (-x ^ 2 / 2) / √(2 ^ n * (n.factorial : ℝ) * √Real.pi)
```

In ordinary notation,

\[
\psi_n(x) = \frac{H_n(x)\,e^{-x^2/2}}{\sqrt{2^n\, n!\,\sqrt{\pi}}} .
\]

Lean reads `-x ^ 2` as \(-(x^2)\), as a physicist would. In Lean, `psi` is this formula and nothing more. That these functions have unit norm and solve the oscillator's Schrödinger equation is the textbook fact that links the theorems to the physical system.

## A recursion for the determinant

```lean
/-- The lowest Turán determinant is the constant 2. -/
theorem turan_zero (x : ℝ) : turan 0 x = 2 := by
  have h1 : H 1 x = 2 * x := rfl
  have h0 : H 0 x = 1 := rfl
  have h2 : H 2 x = 2 * x * H 1 x - 2 * (((0 : ℕ) : ℝ) + 1) * H 0 x := rfl
  change H 1 x ^ 2 - H 0 x * H 2 x = 2
  rw [h2, h1, h0]
  push_cast
  ring
```

By hand, \(H_2 = 2x\cdot 2x - 2 = 4x^2 - 2\), so

\[
\Delta_0 = (2x)^2 - 1\cdot(4x^2 - 2) = 2 .
\]

The Lean proof does the same. Each `rfl` reads a value off the definition, `rw` substitutes the values, and `ring` does the algebra.

```lean
/-- Going up one level multiplies the Turán determinant by `2(n+1)` and adds a square. -/
theorem turan_succ (n : ℕ) (x : ℝ) :
    turan (n + 1) x = 2 * ((n : ℝ) + 1) * turan n x + 2 * H (n + 1) x ^ 2 := by
  have h2 : H (n + 2) x = 2 * x * H (n + 1) x - 2 * ((n : ℝ) + 1) * H n x := rfl
  have h3 : H (n + 3) x
      = 2 * x * H (n + 2) x - 2 * (((n + 1 : ℕ) : ℝ) + 1) * H (n + 1) x := rfl
  push_cast at h3
  change H (n + 2) x ^ 2 - H (n + 1) x * H (n + 3) x
    = 2 * ((n : ℝ) + 1) * (H (n + 1) x ^ 2 - H n x * H (n + 2) x) + 2 * H (n + 1) x ^ 2
  linear_combination H (n + 2) x * h2 - H (n + 1) x * h3
```

The statement is

\[
\Delta_{n+1} = 2(n+1)\,\Delta_n + 2H_{n+1}^2 .
\]

To derive it, start from \(\Delta_{n+1} = H_{n+2}^2 - H_{n+1}H_{n+3}\) and insert \(H_{n+3} = 2xH_{n+2} - 2(n+2)H_{n+1}\):

\[
\Delta_{n+1} = H_{n+2}\,(H_{n+2} - 2xH_{n+1}) + 2(n+2)H_{n+1}^2 .
\]

By the recursion one level lower, the bracket equals \(-2(n+1)H_n\). Hence

\[
\Delta_{n+1} = -2(n+1)H_nH_{n+2} + 2(n+2)H_{n+1}^2 ,
\]

and splitting \(2(n+2) = 2(n+1) + 2\) gives the claim.

In Lean, `h2` and `h3` are the recursions for \(H_{n+2}\) and \(H_{n+3}\). The last line tells Lean to multiply the first by \(H_{n+2}\), subtract \(H_{n+1}\) times the second, and verify that the result is the desired equation. Those are the two substitutions made above.

## The determinant as a sum of squares

```lean
/-- The Turán determinant is a weighted sum of the squares of `H_0, ..., H_n`, with
positive weights. -/
theorem turan_eq_sum (n : ℕ) (x : ℝ) :
    turan n x = 2 ^ (n + 1) * (n.factorial : ℝ) *
      ∑ k ∈ range (n + 1), H k x ^ 2 / (2 ^ k * (k.factorial : ℝ)) := by
  induction n with
  | zero => rw [turan_zero]; simp [H]
  | succ n ih =>
    -- the new term of the sum is the square added by the recursion
    have key : (2 : ℝ) ^ (n + 1 + 1) * ((n + 1).factorial : ℝ) *
        (H (n + 1) x ^ 2 / (2 ^ (n + 1) * ((n + 1).factorial : ℝ)))
        = 2 * H (n + 1) x ^ 2 := by
      have hf : ((n + 1).factorial : ℝ) ≠ 0 := by positivity
      rw [pow_succ (2 : ℝ) (n + 1)]
      field_simp
    rw [turan_succ, ih, Finset.sum_range_succ _ (n + 1),
      mul_add ((2 : ℝ) ^ (n + 1 + 1) * ((n + 1).factorial : ℝ)), key, Nat.factorial_succ]
    push_cast
    ring
```

The set `range (n + 1)` is \(\{0, 1, \dots, n\}\), so the theorem reads

\[
\Delta_n(x) = 2^{n+1}\, n! \sum_{k=0}^{n} \frac{H_k(x)^2}{2^k\, k!} .
\]

Write \(b_n = 2^{n+1} n!\) for the prefactor and \(S_n\) for the sum. The proof is by induction on \(n\). For \(n = 0\) the right-hand side is \(2\cdot 1 = \Delta_0\). If \(\Delta_n = b_n S_n\), the recursion gives

\[
\Delta_{n+1} = 2(n+1)\,b_n S_n + 2H_{n+1}^2 = b_{n+1}S_n + 2H_{n+1}^2 ,
\]

because \(b_{n+1} = 2(n+1)\,b_n\). The last term is the new term of the sum multiplied by its prefactor:

\[
b_{n+1}\,\frac{H_{n+1}^2}{2^{n+1}(n+1)!} = 2H_{n+1}^2 .
\]

So \(\Delta_{n+1} = b_{n+1}S_{n+1}\). In the Lean proof, `ih` is the induction hypothesis, `key` is the last displayed identity, and `Finset.sum_range_succ` splits the top term off the sum.

## A lower bound that does not depend on position

```lean
/-- The constant `2^(n+1) n!` grows by the factor `2(n+1)` from one level to the next. -/
theorem bound_succ (n : ℕ) : (2 : ℝ) ^ (n + 1 + 1) * ((n + 1).factorial : ℝ)
    = 2 * ((n : ℝ) + 1) * (2 ^ (n + 1) * (n.factorial : ℝ)) := by
  rw [Nat.factorial_succ]
  push_cast
  ring
```

This is the relation \(b_{n+1} = 2(n+1)\,b_n\), recorded separately because two later proofs use it.

```lean
/-- On the whole real line the Turán determinant is at least `2^(n+1) n!`. -/
theorem turan_lower_bound (n : ℕ) (x : ℝ) :
    2 ^ (n + 1) * (n.factorial : ℝ) ≤ turan n x := by
  induction n with
  | zero => rw [turan_zero]; simp
  | succ n ih =>
    have h := mul_le_mul_of_nonneg_left ih (by positivity : (0 : ℝ) ≤ 2 * ((n : ℝ) + 1))
    rw [turan_succ, bound_succ]
    linarith [sq_nonneg (H (n + 1) x)]
```

The bound is \(\Delta_n(x) \ge b_n = 2^{n+1} n!\) for all real \(x\). It can be read off the sum of squares, whose \(k = 0\) term is 1 and whose other terms are not negative. The Lean proof takes the recursion instead. At \(n = 0\) both sides equal 2. If \(\Delta_n \ge b_n\), then

\[
\Delta_{n+1} = 2(n+1)\Delta_n + 2H_{n+1}^2 \ge 2(n+1)\,b_n = b_{n+1} .
\]

The line that defines `h` multiplies the induction hypothesis by the non-negative number \(2(n+1)\). Then `linarith`, which handles linear inequalities, combines it with the fact that a square is not negative.

## Positivity, and signs at a node

```lean
/-- **Turán inequality** for the physicists' Hermite polynomials:
`H_(n+1)(x)² - H_n(x) H_(n+2)(x) > 0` for every `n` and every real `x`. -/
theorem turan_inequality (n : ℕ) (x : ℝ) :
    0 < H (n + 1) x ^ 2 - H n x * H (n + 2) x := by
  have h := turan_lower_bound n x
  have hp : (0 : ℝ) < 2 ^ (n + 1) * (n.factorial : ℝ) := by positivity
  unfold turan at h
  linarith
```

This is the inequality stated at the start, written out in terms of the polynomials. Since \(b_n > 0\) and \(\Delta_n \ge b_n\), the determinant is strictly positive. The tactic `positivity` supplies the first fact, `turan_lower_bound` the second, and `unfold` replaces the name `turan` by its definition.

```lean
/-- At a real zero of `H_(n+1)` the neighbours `H_n` and `H_(n+2)` are nonzero and have
opposite signs. -/
theorem neighbours_opposite_at_zero (n : ℕ) (x : ℝ) (hx : H (n + 1) x = 0) :
    (0 < H n x ∧ H (n + 2) x < 0) ∨ (H n x < 0 ∧ 0 < H (n + 2) x) := by
  have h := turan_inequality n x
  rw [hx] at h
  exact mul_neg_iff.mp (by linarith)
```

The hypothesis `hx` says that \(x\) is a zero of \(H_{n+1}\). The symbols `∧` and `∨` mean "and" and "or", so the conclusion lists the two possible sign patterns. By hand, setting \(H_{n+1}(x) = 0\) in the inequality leaves

\[
H_n(x)\,H_{n+2}(x) < 0 ,
\]

and a product of two real numbers is negative exactly when one factor is positive and the other negative. That last step is `mul_neg_iff`.

The smallest case is \(n = 0\): \(H_1\) vanishes at \(x = 0\), where \(H_0 = 1\) and \(H_2 = -2\). The theorem speaks about a given zero; how many zeros there are, and where they lie, is a separate question. Since \(\psi_n\) has the sign of \(H_n\), the same pattern holds for the oscillator eigenfunctions at a node of \(\psi_{n+1}\).

One step of the recursion gives \(H_{n+2} = -2(n+1)H_n\) at such a point, so the two values have opposite signs unless both are zero. The inequality rules out that exception. Running the recursion downwards would do so too: if \(H_{n+1}\) and \(H_n\) both vanished at \(x\), so would every lower polynomial, including \(H_0 = 1\).

## Where the lower bound is attained

```lean
/-- The lower bound `2^(n+1) n!` is attained exactly for `n = 0` at every `x`, and for
`n = 1` at the origin. -/
theorem turan_eq_bound_iff (n : ℕ) (x : ℝ) :
    turan n x = 2 ^ (n + 1) * (n.factorial : ℝ) ↔ n = 0 ∨ (n = 1 ∧ x = 0) := by
  -- equality at one level forces a zero there and equality one level below
  have down : ∀ m : ℕ, turan (m + 1) x = 2 ^ (m + 1 + 1) * ((m + 1).factorial : ℝ) →
      H (m + 1) x = 0 ∧ turan m x = 2 ^ (m + 1) * (m.factorial : ℝ) := by
    intro m h
    rw [turan_succ, bound_succ] at h
    have hc : (0 : ℝ) < 2 * ((m : ℝ) + 1) := by positivity
    have hm := mul_le_mul_of_nonneg_left (turan_lower_bound m x) hc.le
    have hs : H (m + 1) x ^ 2 = 0 := le_antisymm (by linarith) (sq_nonneg _)
    refine ⟨pow_eq_zero_iff two_ne_zero |>.mp hs, mul_left_cancel₀ hc.ne' ?_⟩
    linarith
  constructor
  · intro h
    match n, h with
    | 0, _ => exact Or.inl rfl
    | 1, h =>
      have h1 : 2 * x = 0 := (down 0 h).1
      exact Or.inr ⟨rfl, by linarith⟩
    | m + 2, h =>
      -- two consecutive polynomials would vanish together
      obtain ⟨hc, h'⟩ := down (m + 1) h
      have hb := (down m h').1
      have hpos := turan_inequality (m + 1) x
      rw [hc, hb] at hpos
      norm_num at hpos
  · rintro (rfl | ⟨rfl, rfl⟩)
    · rw [turan_zero]; simp
    · have h1 : H (0 + 1) 0 = 2 * 0 := rfl
      have h := turan_succ 0 0
      rw [turan_zero, h1] at h
      norm_num at h ⊢
      exact h
```

The symbol `↔` means "if and only if". Equality \(\Delta_n(x) = b_n\) holds for \(n = 0\) at every \(x\), for \(n = 1\) only at \(x = 0\), and never for \(n \ge 2\).

The auxiliary statement `down` goes one level lower. If \(\Delta_{m+1} = b_{m+1}\), then

\[
2(m+1)\,\Delta_m + 2H_{m+1}^2 = 2(m+1)\,b_m .
\]

Since \(\Delta_m \ge b_m\) and the square is not negative, this forces \(H_{m+1}(x) = 0\) and \(\Delta_m(x) = b_m\).

The `match` then separates three cases:

- For \(n = 0\) there is nothing to show.
- For \(n = 1\), `down` gives \(H_1(x) = 2x = 0\), so \(x = 0\).
- For \(n = m+2\), using `down` twice gives \(H_{m+2}(x) = 0\) and \(H_{m+1}(x) = 0\). Then \(H_{m+2}^2 - H_{m+1}H_{m+3}\) would be zero, which contradicts the Turán inequality.

For the converse, \(\Delta_0 = 2 = b_0\) at every \(x\), and the recursion gives \(\Delta_1(0) = 2\cdot 2 + 2\cdot 0^2 = 4 = b_1\).

## The density of the lowest oscillator states

```lean
/-- The summed probability density of the lowest `n+1` oscillator eigenfunctions is the
Turán determinant times a Gaussian, divided by `√π 2^(n+1) n!`. -/
theorem density_eq_turan (n : ℕ) (x : ℝ) :
    ∑ k ∈ range (n + 1), psi k x ^ 2
      = Real.exp (-x ^ 2) / (√Real.pi * (2 ^ (n + 1) * (n.factorial : ℝ))) * turan n x := by
  have hpi : √Real.pi ≠ 0 := (Real.sqrt_pos.mpr Real.pi_pos).ne'
  have hexp : Real.exp (-x ^ 2 / 2) ^ 2 = Real.exp (-x ^ 2) := by
    rw [sq, ← Real.exp_add]
    congr 1
    ring
  -- each density is a common Gaussian times a term of the sum of squares
  have hterm : ∀ k ∈ range (n + 1), psi k x ^ 2
      = Real.exp (-x ^ 2) / √Real.pi * (H k x ^ 2 / (2 ^ k * (k.factorial : ℝ))) := by
    intro k _
    have hf : (k.factorial : ℝ) ≠ 0 := by positivity
    unfold psi
    rw [div_pow, mul_pow, hexp, Real.sq_sqrt (by positivity)]
    field_simp
  rw [Finset.sum_congr rfl hterm, ← Finset.mul_sum, turan_eq_sum]
  generalize (∑ k ∈ range (n + 1), H k x ^ 2 / (2 ^ k * (k.factorial : ℝ))) = S
  have hf : (n.factorial : ℝ) ≠ 0 := by positivity
  field_simp

end

end HermiteTuran
```

In ordinary notation,

\[
\sum_{k=0}^{n} \psi_k(x)^2 = \frac{e^{-x^2}}{\sqrt{\pi}\;2^{n+1}\,n!}\;\Delta_n(x) .
\]

Squaring the eigenfunction gives

\[
\psi_k(x)^2 = \frac{e^{-x^2}}{\sqrt{\pi}}\,\frac{H_k(x)^2}{2^k\,k!} .
\]

The Gaussian factor is the same for every \(k\), so summing over \(k\) gives \(e^{-x^2}S_n/\sqrt{\pi}\), and the sum-of-squares theorem replaces \(S_n\) by \(\Delta_n/b_n\). In Lean, `hexp` squares the exponential and `hterm` is the formula for a single density. After the common factor is pulled out, `generalize` gives the remaining sum the name `S`, and `field_simp` cancels the constants.

For \(n+1\) non-interacting fermions of a single spin species in a one-dimensional harmonic trap at zero temperature, the left-hand side is the particle density. Three neighbouring polynomials therefore determine the density of the whole filled set of levels. In floating-point work at large \(|x|\), the two products in \(\Delta_n\) nearly cancel, and the sum over levels is the safer formula. In this picture the lower bound says that the total density is nowhere less than that of the lowest level, \(e^{-x^2}/\sqrt{\pi}\).

```lean
#print axioms HermiteTuran.turan_lower_bound
#print axioms HermiteTuran.neighbours_opposite_at_zero
#print axioms HermiteTuran.turan_eq_bound_iff
#print axioms HermiteTuran.density_eq_turan
```

```
'HermiteTuran.turan_lower_bound' depends on axioms: [propext, Classical.choice, Quot.sound]
'HermiteTuran.neighbours_opposite_at_zero' depends on axioms: [propext, Classical.choice, Quot.sound]
'HermiteTuran.turan_eq_bound_iff' depends on axioms: [propext, Classical.choice, Quot.sound]
'HermiteTuran.density_eq_turan' depends on axioms: [propext, Classical.choice, Quot.sound]
```

## The same argument for other three-term recursions

The derivation uses little that is special to Hermite polynomials. Let \(p_0 = 1\), \(p_1 = x\) and

\[
p_{n+2} = x\,p_{n+1} - a_{n+1}\,p_n ,
\]

with positive numbers \(a_1 \le a_2 \le \dots\), and set \(D_n = p_{n+1}^2 - p_n\,p_{n+2}\). Then \(D_0 = a_1\), and the same two substitutions give

\[
D_{n+1} = a_{n+1}\,D_n + (a_{n+2} - a_{n+1})\,p_{n+1}^2 ,
\]

so by induction \(D_n > 0\) for all real \(x\). The choice \(a_n = n\) gives the probabilists' Hermite polynomials. This extension is an argument in ordinary mathematics and has no Lean proof here.
